# No ghost state below a reference level that lies under the local Hamiltonian's lower bound, for one attractive projector

A separable pseudopotential is built so that a chosen reference state comes out at a chosen energy E, yet the resulting Hamiltonian may also have a state below E. Where the reference state is meant to be the lowest of its angular-momentum channel, such a state is spurious and is called a ghost. To state that no ghost exists, one must choose what counts as a Hamiltonian. Here the local Hamiltonian H0, kinetic energy included, is a linear map defined on every vector of a complex inner product space, and the projector term is −|v⟩⟨v| for a single vector v. The result is that if H0 is symmetric with lower bound e0, and H = H0 − |v⟩⟨v| has an eigenstate at E < e0, then no state has an energy expectation value below E.

## The Hamiltonian with one projector

```lean
import Mathlib

open scoped InnerProductSpace

namespace SeparablePseudopotential

noncomputable section

variable {V : Type*} [NormedAddCommGroup V] [InnerProductSpace ℂ V]
```

The states are the vectors of `V`. Its dimension may be finite or infinite, and completeness is not assumed. A finite basis set fits directly. The step left to the reader is the one to the continuum, where the kinetic energy acts only on part of the Hilbert space and domains need care.

```lean
/-- The Hamiltonian `H0 - |v⟩⟨v|`: a local part `H0` and an attractive separable
projector term. -/
def separableH (H0 : V →ₗ[ℂ] V) (v : V) : V →ₗ[ℂ] V where
  toFun x := H0 x - inner ℂ v x • v
  map_add' x y := by
    simp only [map_add, inner_add_right]
    module
  map_smul' c x := by
    simp only [map_smul, inner_smul_right, RingHom.id_apply]
    module
```

This is the map

Hx = H0x − ⟨v,x⟩v.

The two further fields show that it is linear. `inner ℂ v x` is ⟨v,x⟩, linear in the second slot as in Dirac notation, and `•` multiplies a vector by a scalar. The strength of the projector is absorbed into v, which need not be normalised, and the minus sign makes the term attractive.

```lean
private lemma separableH_apply (H0 : V →ₗ[ℂ] V) (v x : V) :
    separableH H0 v x = H0 x - inner ℂ v x • v := rfl
```

This lets later proofs replace Hx by its formula.

```lean
private lemma self_re (x : V) : (inner ℂ x x).re = ‖x‖ ^ 2 :=
  inner_self_eq_norm_sq (𝕜 := ℂ) x
```

The real part of ⟨x,x⟩ is ‖x‖². Inner products are complex numbers in Lean, so energies appear as real parts, written `.re`.

```lean
/-- If the local part is symmetric, so is the full separable Hamiltonian. -/
theorem separableH_isSymmetric {H0 : V →ₗ[ℂ] V} (hH : H0.IsSymmetric) (v : V) :
    (separableH H0 v).IsSymmetric := by
  intro x y
  rw [separableH_apply, separableH_apply, inner_sub_left, inner_sub_right,
    inner_smul_left, inner_smul_right, hH x y, inner_conj_symm]
  ring
```

`IsSymmetric` says ⟨Hx,y⟩ = ⟨x,Hy⟩ for all x and y. By hand,

⟨Hx,y⟩ = ⟨H0x,y⟩ − ⟨x,v⟩⟨v,y⟩ = ⟨x,H0y⟩ − ⟨v,y⟩⟨x,v⟩ = ⟨x,Hy⟩.

The first equality uses that the conjugate of ⟨v,x⟩ is ⟨x,v⟩, which is `inner_conj_symm` in the proof.

## Adding the reference state costs nothing relative to E

```lean
/-- For a symmetric `H` with `H f = E f`, adding any multiple of `f` to a state `y`
leaves `⟨y, H y⟩ - E ‖y‖²` unchanged. -/
theorem energy_shift {H : V →ₗ[ℂ] V} (hH : H.IsSymmetric) {f : V} {E : ℝ}
    (hf : H f = (E : ℂ) • f) (y : V) (t : ℂ) :
    (inner ℂ (y + t • f) (H (y + t • f))).re - E * ‖y + t • f‖ ^ 2
      = (inner ℂ y (H y)).re - E * ‖y‖ ^ 2 := by
  have h : inner ℂ f (H y) = (E : ℂ) * inner ℂ f y := by
    rw [← hH f y, hf, inner_smul_left, Complex.conj_ofReal]
  have key : inner ℂ (y + t • f) (H (y + t • f))
      - (E : ℂ) * inner ℂ (y + t • f) (y + t • f)
      = inner ℂ y (H y) - (E : ℂ) * inner ℂ y y := by
    simp only [map_add, map_smul, hf, inner_add_left, inner_add_right,
      inner_smul_left, inner_smul_right, h]
    ring
  have hre := congrArg Complex.re key
  simpa only [Complex.sub_re, Complex.re_ofReal_mul, self_re] using hre
```

Let Hf = Ef with E real, and let t be any complex number. The claim is that y and y + tf have the same value of ⟨x,Hx⟩ − E‖x‖². Write A = H − E and expand:

⟨y + tf, A(y + tf)⟩ = ⟨y,Ay⟩ + t⟨y,Af⟩ + t*⟨f,Ay⟩ + |t|²⟨f,Af⟩.

The second and fourth terms vanish because Af = 0. The third vanishes because symmetry gives

⟨f,Hy⟩ = ⟨Hf,y⟩ = E⟨f,y⟩.

In Lean, `h` is this last identity, `key` is the expansion as an equation between complex numbers, and the final two lines take its real part.

```lean
/-- If `H0` is bounded below by `e0`, an eigenstate of `H0 - |v⟩⟨v|` with energy
`E < e0` has non-zero overlap with `v`. -/
theorem overlap_ne_zero {H0 : V →ₗ[ℂ] V} {v f : V} {e0 E : ℝ}
    (hb : ∀ x, e0 * ‖x‖ ^ 2 ≤ (inner ℂ x (H0 x)).re)
    (hf : separableH H0 v f = (E : ℂ) • f) (hf0 : f ≠ 0) (hE : E < e0) :
    inner ℂ v f ≠ 0 := by
  intro h
  rw [separableH_apply, h, zero_smul, sub_zero] at hf
  have b := hb f
  rw [hf, inner_smul_right, Complex.re_ofReal_mul, self_re] at b
  have hn : 0 < ‖f‖ ^ 2 := pow_pos (norm_pos_iff.mpr hf0) 2
  nlinarith [mul_pos (sub_pos.mpr hE) hn]
```

The hypothesis `hb` is the lower bound e0‖x‖² ≤ ⟨x,H0x⟩, with the real part taken on the right. For a symmetric H0 in finite, non-zero dimension, e0 can be the lowest eigenvalue of H0. The claim is ⟨v,f⟩ ≠ 0. Suppose the overlap were zero. Then the projector would not act on f, so H0f = Ef, and the bound would give

e0‖f‖² ≤ ⟨f,H0f⟩ = E‖f‖².

Since f ≠ 0 and E < e0, this is impossible. `nlinarith` finds the contradiction from the positive product (e0 − E)‖f‖².

## A lower bound with a margin

```lean
/-- Let `H0` be symmetric and bounded below by `e0`, and let `f` be an eigenstate of
`H0 - |v⟩⟨v|` at `E < e0`. The energy of `x` exceeds `E ‖x‖²` by at least `e0 - E` times
the squared norm of what remains of `x` once a multiple of `f` is removed to make it
orthogonal to `v`. -/
theorem energy_gap_bound {H0 : V →ₗ[ℂ] V} (hH : H0.IsSymmetric) {v f : V} {e0 E : ℝ}
    (hb : ∀ x, e0 * ‖x‖ ^ 2 ≤ (inner ℂ x (H0 x)).re)
    (hf : separableH H0 v f = (E : ℂ) • f) (hf0 : f ≠ 0) (hE : E < e0) (x : V) :
    E * ‖x‖ ^ 2 + (e0 - E) * ‖x - (inner ℂ v x / inner ℂ v f) • f‖ ^ 2
      ≤ (inner ℂ x (separableH H0 v x)).re := by
  have hc := overlap_ne_zero hb hf hf0 hE
  -- the remainder does not feel the projector
  have hvy : inner ℂ v (x - (inner ℂ v x / inner ℂ v f) • f) = 0 := by
    rw [inner_sub_right, inner_smul_right, div_mul_cancel₀ _ hc, sub_self]
  have hs := energy_shift (separableH_isSymmetric hH v) hf
    (x - (inner ℂ v x / inner ℂ v f) • f) (inner ℂ v x / inner ℂ v f)
  rw [sub_add_cancel, separableH_apply H0 v (x - _), hvy, zero_smul, sub_zero] at hs
  have b := hb (x - (inner ℂ v x / inner ℂ v f) • f)
  linarith
```

Given any x, set

c = ⟨v,x⟩/⟨v,f⟩,  y = x − cf.

The division is allowed by the previous theorem. The remainder y is orthogonal to v, and in general not to f:

⟨v,y⟩ = ⟨v,x⟩ − c⟨v,f⟩ = 0.

Hence Hy = H0y. Since x = y + cf, the shift identity gives

⟨x,Hx⟩ − E‖x‖² = ⟨y,Hy⟩ − E‖y‖² = ⟨y,H0y⟩ − E‖y‖² ≥ (e0 − E)‖y‖².

This is the stated inequality. In the proof, `hvy` is the orthogonality, `hs` the shift identity and `b` the lower bound applied to y; `linarith` combines them.

The Lean device that carries this argument is `rw`, which replaces one side of an equation by the other: the first match fixes the open parts of the pattern, and every copy of that match is replaced. In `hs`, the state first appears as (x − cf) + cf, and `sub_add_cancel` turns it back into x. Next, Hy must be expanded while Hx stays as it is. The instruction `separableH_apply H0 v (x - _)` does this: the underscore stands for a part that Lean fills in by matching, so the pattern fits H applied to a difference x − (something) and passes over H applied to x alone. The rewrites `hvy`, `zero_smul` and `sub_zero` then remove the projector term, leaving H0y.

## No ghost, and only the reference state at E

```lean
/-- Absence of ghost states: if `H0` is symmetric and bounded below by `e0`, and
`H0 - |v⟩⟨v|` has an eigenstate at `E < e0`, then no state has an energy expectation
value below `E`. -/
theorem no_ghost {H0 : V →ₗ[ℂ] V} (hH : H0.IsSymmetric) {v f : V} {e0 E : ℝ}
    (hb : ∀ x, e0 * ‖x‖ ^ 2 ≤ (inner ℂ x (H0 x)).re)
    (hf : separableH H0 v f = (E : ℂ) • f) (hf0 : f ≠ 0) (hE : E < e0) (x : V) :
    E * ‖x‖ ^ 2 ≤ (inner ℂ x (separableH H0 v x)).re := by
  have h := energy_gap_bound hH hb hf hf0 hE x
  have hp := mul_nonneg (sub_pos.mpr hE).le
    (sq_nonneg ‖x - (inner ℂ v x / inner ℂ v f) • f‖)
  linarith
```

Since (e0 − E)‖y‖² is not negative, dropping it leaves

⟨x,Hx⟩ ≥ E‖x‖² for every x.

For a normalised state this reads ⟨x,Hx⟩ ≥ E. In particular, an eigenstate at energy E′ has E′ ≥ E. Spurious levels above E are a separate question.

For electronic structure codes, this gives a sufficient check in a finite basis, for one angular-momentum channel with one attractive projector: if E is an eigenvalue of H in that basis and lies below the lowest eigenvalue of H0 in the same basis and channel, there is no ghost below E.

```lean
/-- Let `H0` be symmetric and bounded below by `e0`, and let `f` be an eigenstate of
`H = H0 - |v⟩⟨v|` at `E < e0`. The vectors `x` with `⟨x, H x⟩ = E ‖x‖²` are exactly the multiples of
`f`, zero included. -/
theorem energy_eq_iff {H0 : V →ₗ[ℂ] V} (hH : H0.IsSymmetric) {v f : V} {e0 E : ℝ}
    (hb : ∀ x, e0 * ‖x‖ ^ 2 ≤ (inner ℂ x (H0 x)).re)
    (hf : separableH H0 v f = (E : ℂ) • f) (hf0 : f ≠ 0) (hE : E < e0) (x : V) :
    (inner ℂ x (separableH H0 v x)).re = E * ‖x‖ ^ 2 ↔ ∃ c : ℂ, x = c • f := by
  constructor
  · intro hx
    have h := energy_gap_bound hH hb hf hf0 hE x
    refine ⟨inner ℂ v x / inner ℂ v f, ?_⟩
    by_contra hne
    have hn := pow_pos (norm_pos_iff.mpr (sub_ne_zero.mpr hne)) 2
    have hp := mul_pos (sub_pos.mpr hE) hn
    linarith
  · rintro ⟨c, rfl⟩
    have hs := energy_shift (separableH_isSymmetric hH v) hf 0 c
    simp only [zero_add, map_zero, inner_zero_left, norm_zero, Complex.zero_re] at hs
    linarith
```

The symbol `↔` means "if and only if". Equality ⟨x,Hx⟩ = E‖x‖² holds exactly when x = cf for some complex c, the zero vector included. If equality holds, the margin (e0 − E)‖y‖² must be zero, so y = 0 and x = cf. Conversely, the shift identity started from the zero vector gives equality for every multiple of f. The two bullets in the proof are these two directions.

## The Kleinman–Bylander vector

```lean
/-- The Kleinman–Bylander vector `(H0 - E)φ / √⟨φ, (H0 - E)φ⟩` of a reference state `φ`,
meant for `⟨φ, (H0 - E)φ⟩ > 0`. -/
def kbVector (H0 : V →ₗ[ℂ] V) (E : ℝ) (φ : V) : V :=
  (((√(inner ℂ φ (H0 φ - (E : ℂ) • φ)).re)⁻¹ : ℝ) : ℂ) • (H0 φ - (E : ℂ) • φ)
```

So far the eigenstate was assumed. The Kleinman–Bylander construction supplies it from a chosen state φ and energy E. Put

w = (H0 − E)φ,  s = ⟨φ,w⟩,  v = w/√s.

If φ solves (H0 + δV)φ = Eφ for a semilocal correction δV, then w = −δVφ, the vector of the usual formula up to sign. The usual denominator ⟨φ,δVφ⟩ may have either sign; s > 0 is the attractive case.

```lean
/-- For `H0` symmetric and bounded below by `e0`, and `E < e0`, the Kleinman–Bylander
vector of a non-zero `φ` makes `φ` an eigenstate of the separable Hamiltonian at `E`. -/
theorem kb_reference {H0 : V →ₗ[ℂ] V} (hH : H0.IsSymmetric) {φ : V} {e0 E : ℝ}
    (hb : ∀ x, e0 * ‖x‖ ^ 2 ≤ (inner ℂ x (H0 x)).re) (hφ : φ ≠ 0) (hE : E < e0) :
    separableH H0 (kbVector H0 E φ) φ = (E : ℂ) • φ := by
  obtain ⟨w, hw⟩ : ∃ w, w = H0 φ - (E : ℂ) • φ := ⟨_, rfl⟩
  have h1 : inner ℂ w φ = inner ℂ φ w := by
    rw [hw, inner_sub_left, inner_sub_right, hH φ φ, inner_smul_left,
      inner_smul_right, Complex.conj_ofReal]
  have h2 : inner ℂ w φ = ((inner ℂ φ w).re : ℂ) := by
    rw [h1]
    exact (Complex.conj_eq_iff_re.mp (by rw [inner_conj_symm, h1])).symm
  -- the normalising denominator is positive
  have hs : 0 < (inner ℂ φ w).re := by
    rw [hw, inner_sub_right, inner_smul_right, Complex.sub_re,
      Complex.re_ofReal_mul, self_re]
    have hn := pow_pos (norm_pos_iff.mpr hφ) 2
    nlinarith [hb φ, mul_pos (sub_pos.mpr hE) hn]
  have hne : √(inner ℂ φ w).re ≠ 0 := (Real.sqrt_pos.mpr hs).ne'
  have hr : (√(inner ℂ φ w).re)⁻¹ * (inner ℂ φ w).re * (√(inner ℂ φ w).re)⁻¹ = 1 := by
    calc _ = (√(inner ℂ φ w).re)⁻¹ * (√(inner ℂ φ w).re * √(inner ℂ φ w).re)
          * (√(inner ℂ φ w).re)⁻¹ := by rw [Real.mul_self_sqrt hs.le]
      _ = 1 := by rw [inv_mul_cancel_left₀ hne, mul_inv_cancel₀ hne]
  rw [separableH_apply, kbVector, ← hw, inner_smul_left, Complex.conj_ofReal, h2,
    smul_smul, ← Complex.ofReal_mul, ← Complex.ofReal_mul, hr, Complex.ofReal_one,
    one_smul, hw, sub_sub_cancel]
```

The claim is Hφ = Eφ. Symmetry of H0 makes s real, and the lower bound makes it positive:

s = ⟨φ,H0φ⟩ − E‖φ‖² ≥ (e0 − E)‖φ‖² > 0.

Therefore ⟨v,φ⟩ = s/√s, and

⟨v,φ⟩v = (s/√s)(w/√s) = w,
Hφ = H0φ − w = H0φ − (H0φ − Eφ) = Eφ.

In Lean, `h1` and `h2` show that the overlap is real, `hs` that s is positive, and `hr` that the factors of s cancel.

```lean
/-- For `H0` symmetric and bounded below by `e0`, the Kleinman–Bylander Hamiltonian built
from a non-zero reference state at `E < e0` has no energy expectation value below `E`. -/
theorem kb_no_ghost {H0 : V →ₗ[ℂ] V} (hH : H0.IsSymmetric) {φ : V} {e0 E : ℝ}
    (hb : ∀ x, e0 * ‖x‖ ^ 2 ≤ (inner ℂ x (H0 x)).re) (hφ : φ ≠ 0) (hE : E < e0) (x : V) :
    E * ‖x‖ ^ 2 ≤ (inner ℂ x (separableH H0 (kbVector H0 E φ) x)).re :=
  no_ghost hH hb (kb_reference hH hb hφ hE) hφ hE x
```

With φ as the reference state, the earlier theorem applies at once. The proof is a single term that passes `kb_reference` to `no_ghost`. No eigenvalue equation is assumed here: a symmetric H0 bounded below by e0, a non-zero φ and E < e0 suffice.

## What happens at E = e0

```lean
/-- For the constant local part `H0 = e0` and `v ≠ 0`, every state orthogonal to `v`
satisfies the eigenvalue equation at `e0`, while `v` itself has energy below `e0`. -/
theorem ghost_at_threshold (e0 : ℝ) {v : V} (hv : v ≠ 0) :
    (∀ f, inner ℂ v f = 0 →
      separableH ((e0 : ℂ) • LinearMap.id) v f = (e0 : ℂ) • f) ∧
    (inner ℂ v (separableH ((e0 : ℂ) • LinearMap.id) v v)).re < e0 * ‖v‖ ^ 2 := by
  constructor
  · intro f h
    rw [separableH_apply, h, zero_smul, sub_zero, LinearMap.smul_apply, LinearMap.id_apply]
  · have him : (inner ℂ v v).im = 0 := inner_self_im (𝕜 := ℂ) v
    have hn := pow_pos (norm_pos_iff.mpr hv) 2
    rw [separableH_apply, LinearMap.smul_apply, LinearMap.id_apply, inner_sub_right,
      inner_smul_right, inner_smul_right, Complex.sub_re, Complex.re_ofReal_mul,
      Complex.mul_re, him, self_re]
    nlinarith [mul_pos hn hn]
```

Take H0 = e0 times the identity and v ≠ 0. A vector f orthogonal to v satisfies Hf = e0f, while

⟨v,Hv⟩ = e0‖v‖² − ‖v‖⁴ < e0‖v‖².

After normalisation, v has energy e0 − ‖v‖². In dimension two or more there is a non-zero f orthogonal to v, and it is then an eigenstate of H at E = e0 with a state of lower energy beneath it. So E < e0 cannot be relaxed to E ≤ e0 in `no_ghost`. This f is not a state from which v could be built by the Kleinman–Bylander formula, since a non-zero vector built that way overlaps its reference state.

## A two-level example

```lean
/-- A two-level local Hamiltonian with diagonal entries 0 and 6. -/
def twoLevel : EuclideanSpace ℂ (Fin 2) →ₗ[ℂ] EuclideanSpace ℂ (Fin 2) where
  toFun x := !₂[0, 6 * x 1]
  map_add' x y := by
    ext i
    fin_cases i <;> simp [mul_add]
  map_smul' c x := by
    ext i
    fin_cases i <;> simp [mul_left_comm]
```

This is H0 = diag(0, 6) on ℂ². Lean numbers components from 0, so `x 1` is the second one, and `!₂[a, b]` denotes the vector (a, b).

```lean
/-- The two-level Hamiltonian is symmetric and bounded below by 0, and with `v = (1, 2)`
the non-zero state `(2, 1)` is an eigenstate of the separable Hamiltonian at `-2`. -/
theorem no_ghost_witness :
    twoLevel.IsSymmetric ∧ (∀ x, 0 * ‖x‖ ^ 2 ≤ (inner ℂ x (twoLevel x)).re) ∧
    separableH twoLevel !₂[1, 2] !₂[2, 1] = ((-2 : ℝ) : ℂ) • !₂[2, 1] ∧
    (!₂[2, 1] : EuclideanSpace ℂ (Fin 2)) ≠ 0 := by
  -- real numerals are their own conjugates
  have h6 : (starRingEnd ℂ) 6 = 6 := Complex.conj_eq_iff_im.mpr (by simp)
  have h2 : (starRingEnd ℂ) 2 = 2 := Complex.conj_eq_iff_im.mpr (by simp)
  refine ⟨?_, ?_, ?_, ?_⟩
  · intro x y
    simp [twoLevel, PiLp.inner_apply, Fin.sum_univ_two]
    rw [h6]
    ring
  · intro x
    simp [twoLevel, PiLp.inner_apply, Fin.sum_univ_two]
    nlinarith [sq_nonneg (x 1).re, sq_nonneg (x 1).im]
  · ext i
    fin_cases i <;>
      simp [separableH_apply, twoLevel, PiLp.inner_apply, Fin.sum_univ_two] <;>
      norm_num [h2]
  · intro h
    have h1 := congrArg (fun x : EuclideanSpace ℂ (Fin 2) => x 1) h
    simp at h1

end

end SeparablePseudopotential
```

The four parts state that H0 is symmetric, that it is bounded below by e0 = 0, that f = (2, 1) is an eigenstate when v = (1, 2), and that f ≠ 0. The lower bound holds because ⟨x,H0x⟩ = 6|x₁|², where x₁ is the second component. For the eigenvalue equation, ⟨v,f⟩ = 2 + 2 = 4, so

Hf = (0, 6) − 4(1, 2) = (−4, −2) = −2(2, 1).

The normalised reference state is (2, 1)/√5, with energy E = −2 < 0 = e0. All hypotheses of `no_ghost` are therefore met. The proof checks the vector equations component by component, with `ext i` and `fin_cases i`.

```lean
#print axioms SeparablePseudopotential.energy_eq_iff
-- 'SeparablePseudopotential.energy_eq_iff' depends on axioms: [propext, Classical.choice, Quot.sound]
#print axioms SeparablePseudopotential.kb_no_ghost
-- 'SeparablePseudopotential.kb_no_ghost' depends on axioms: [propext, Classical.choice, Quot.sound]
#print axioms SeparablePseudopotential.ghost_at_threshold
-- 'SeparablePseudopotential.ghost_at_threshold' depends on axioms: [propext, Classical.choice, Quot.sound]
```
